# The product of a spin ladder element and the two binomial amplitudes it connects

A spin state with N+2 levels, numbered from 0 to N+1, has the real amplitudes c_k = √(C(N+1,k)/2^(N+1)), whose squares sum to one. The lemma takes the ladder element √((k+1)(N+1−k)) between levels k and k+1, for k from 0 to N, and states that its product with c_(k+1) and c_k is (N+1)·C(N,k)/2^(N+1). It is an algebraic identity for each single k, with no Hamiltonian or time evolution in it. The proof gathers the three square roots into one and uses two binomial identities, `h1` and `h2`, to show that the number under the root is the square of the right-hand side.

In Lean, a first try:

```lean
import Mathlib

open Matrix

namespace OneAxisTwisting

noncomputable section

/-- The initial spin state, with binomial amplitudes `√(choose(n,k)/2^n)`. -/
def coherent (n : ℕ) (k : Fin (n + 1)) : ℂ :=
  ((√((n.choose (k : ℕ) : ℝ) / 2 ^ n) : ℝ) : ℂ)

/-- A ladder element times the two binomial amplitudes it connects is `(N+1) choose(N,k) / 2^(N+1)`.
-/
theorem ladder_amplitude (N : ℕ) (k : Fin (N + 1)) :
    ((√((((k : ℕ) : ℝ) + 1) * ((N : ℝ) + 1 - ((k : ℕ) : ℝ))) : ℝ) : ℂ) *
      coherent (N + 1) k.succ * coherent (N + 1) k.castSucc =
      (((N : ℝ) + 1) * (N.choose (k : ℕ) : ℝ) / 2 ^ (N + 1) : ℝ) := by
  have hk : (k : ℕ) ≤ N := Nat.lt_succ_iff.mp k.isLt
  have hkr : ((k : ℕ) : ℝ) ≤ N := by exact_mod_cast hk
  have h1 : ((N : ℝ) + 1) * (N.choose (k : ℕ) : ℝ) =
      ((N + 1).choose ((k : ℕ) + 1) : ℝ) * (((k : ℕ) : ℝ) + 1) := by
    exact_mod_cast Nat.succ_mul_choose_eq N k
  have h2 : (N.choose (k : ℕ) : ℝ) * ((N : ℝ) + 1) =
      ((N + 1).choose (k : ℕ) : ℝ) * ((N : ℝ) + 1 - ((k : ℕ) : ℝ)) := by
    have h := congrArg (Nat.cast : ℕ → ℝ) (Nat.choose_mul_succ_eq N k)
    rw [Nat.cast_mul, Nat.cast_mul, Nat.cast_sub (by omega)] at h
    push_cast at h
    exact h
  have hA : 0 ≤ (((k : ℕ) : ℝ) + 1) * ((N : ℝ) + 1 - ((k : ℕ) : ℝ)) :=
    mul_nonneg (by positivity) (by linarith)
  have hB : 0 ≤ ((N + 1).choose ((k : ℕ) + 1) : ℝ) / 2 ^ (N + 1) := by positivity
  -- the product under the root is a perfect square
  have hsq : (((k : ℕ) : ℝ) + 1) * ((N : ℝ) + 1 - ((k : ℕ) : ℝ)) *
      (((N + 1).choose ((k : ℕ) + 1) : ℝ) / 2 ^ (N + 1)) *
      (((N + 1).choose (k : ℕ) : ℝ) / 2 ^ (N + 1)) =
      (((N : ℝ) + 1) * (N.choose (k : ℕ) : ℝ) / 2 ^ (N + 1)) ^ 2 := by
    calc _ = (((N + 1).choose ((k : ℕ) + 1) : ℝ) * (((k : ℕ) : ℝ) + 1)) *
          (((N + 1).choose (k : ℕ) : ℝ) * ((N : ℝ) + 1 - ((k : ℕ) : ℝ))) /
          (2 ^ (N + 1)) ^ 2 := by ring
      _ = _ := by rw [← h1, ← h2]; ring
  change _ * ((√(((N + 1).choose ((k : ℕ) + 1) : ℝ) / 2 ^ (N + 1)) : ℝ) : ℂ) *
    ((√(((N + 1).choose (k : ℕ) : ℝ) / 2 ^ (N + 1)) : ℝ) : ℂ) = _
  rw [← Complex.ofReal_mul, ← Complex.ofReal_mul, ← Real.sqrt_mul hA,
    ← Real.sqrt_mul (mul_nonneg hA hB), hsq, Real.sqrt_sq (by positivity)]

end

end OneAxisTwisting
```

The compiler's answer:

```
Main.lean:23:19: error(lean.unknownIdentifier): Unknown constant `Nat.succ_mul_choose_eq`
```

As a diff, the version that Lean accepts:

```diff
@@ -21,5 +21,8 @@
   have h1 : ((N : ℝ) + 1) * (N.choose (k : ℕ) : ℝ) =
       ((N + 1).choose ((k : ℕ) + 1) : ℝ) * (((k : ℕ) : ℝ) + 1) := by
-    exact_mod_cast Nat.succ_mul_choose_eq N k
+    have h := (Nat.choose_mul_succ_eq N (k : ℕ)).trans
+      (Nat.choose_succ_right_eq (N + 1) (k : ℕ)).symm
+    rw [mul_comm ((N : ℝ) + 1)]
+    exact_mod_cast h
   have h2 : (N.choose (k : ℕ) : ℝ) * ((N : ℝ) + 1) =
       ((N + 1).choose (k : ℕ) : ℝ) * ((N : ℝ) + 1 - ((k : ℕ) : ℝ)) := by
```

What went wrong. The one error is a missing name: the Mathlib in use has no constant `Nat.succ_mul_choose_eq`, so `exact_mod_cast` had nothing to work from in the proof of `h1`. The identity itself, (N+1)·C(N,k) = C(N+1,k+1)·(k+1), is true, and its statement is left as it was.

The repair derives it from two lemmas that do exist. `Nat.choose_mul_succ_eq` says that C(N,k)·(N+1) equals C(N+1,k)·(N+1−k), and `Nat.choose_succ_right_eq`, taken at N+1, says that C(N+1,k+1)·(k+1) equals the same product. Joining the first to the reverse of the second with `.trans` removes the middle term, and with it the natural-number subtraction, so no subtraction has to be cast to the reals.

The result has C(N,k)·(N+1) on the left, where `h1` has the factors the other way round. The `rw [mul_comm ((N : ℝ) + 1)]` swaps them in the goal, and `exact_mod_cast h` then carries the identity from the natural numbers to the reals.
